# A Gaussian eigenfunction of two harmonic oscillators coupled by cxy, with |c| < 1

Two one-dimensional oscillators of unit mass and frequency, with ħ = 1, are coupled by the potential term cxy, where |c| < 1. `pairState_eigen` states that the unnormalised Gaussian exp(−[√(1+c)(x+y)² + √(1−c)(x−y)²]/4) satisfies the eigenvalue equation Hψ = Eψ at every point (x, y), with E = (√(1+c) + √(1−c))/2, the sum of the normal modes' zero-point energies. It does not state that this is the lowest eigenvalue. The proof computes the second derivative in the first coordinate, gets the other from the symmetry ψ(x, y) = ψ(y, x), and leaves the remaining algebra to `linear_combination`.

The first attempt, which Lean rejects:

```lean
import Mathlib

open MeasureTheory ProbabilityTheory

namespace PairStateEigen

noncomputable section

/-- The Hamiltonian of two unit oscillators coupled by `c x y`, acting on a wavefunction. -/
def pairHamiltonian (c : ℝ) (ψ : ℝ → ℝ → ℝ) (x y : ℝ) : ℝ :=
  -(deriv (deriv (fun s => ψ s y)) x + deriv (deriv (fun s => ψ x s)) y) / 2
    + ((x ^ 2 + y ^ 2) / 2 + c * x * y) * ψ x y

/-- Correlated Gaussian built from the two normal modes, for `|c| < 1`. -/
def pairState (c x y : ℝ) : ℝ :=
  Real.exp (-(√(1 + c) * (x + y) ^ 2 + √(1 - c) * (x - y) ^ 2) / 4)

/-- Sum of the zero-point energies of the two normal modes, for `|c| < 1`. -/
def exactEnergy (c : ℝ) : ℝ := (√(1 + c) + √(1 - c)) / 2

/-- For `|c| < 1` the correlated Gaussian is an eigenfunction of the coupled Hamiltonian, with
the zero-point energy of the normal modes as eigenvalue. -/
theorem pairState_eigen {c : ℝ} (hc : |c| < 1) (x y : ℝ) :
    pairHamiltonian c (pairState c) x y = exactEnergy c * pairState c x y := by
  obtain ⟨hl, hr⟩ := abs_lt.1 hc
  have hu : √(1 + c) ^ 2 = 1 + c := Real.sq_sqrt (by linarith)
  have hw : √(1 - c) ^ 2 = 1 - c := Real.sq_sqrt (by linarith)
  have symm : ∀ s t, pairState c s t = pairState c t s := by
    intro s t
    unfold pairState
    congr 1
    ring
  -- second derivative in the first coordinate
  have second : ∀ t z, deriv (deriv (fun s => pairState c s t)) z
      = ((√(1 + c) * (z + t) + √(1 - c) * (z - t)) ^ 2 / 4
        - (√(1 + c) + √(1 - c)) / 2) * pairState c z t := by
    intro t z
    have h1 : ∀ r, HasDerivAt (fun s => pairState c s t)
        (-(√(1 + c) * (r + t) + √(1 - c) * (r - t)) / 2 * pairState c r t) r := by
      intro r
      have hp : HasDerivAt (fun s : ℝ => (s + t) ^ 2) (2 * (r + t)) r := by
        simpa using ((hasDerivAt_id' r).add_const t).fun_pow 2
      have hm : HasDerivAt (fun s : ℝ => (s - t) ^ 2) (2 * (r - t)) r := by
        simpa using ((hasDerivAt_id' r).sub_const t).fun_pow 2
      exact (((hp.const_mul √(1 + c)).fun_add (hm.const_mul √(1 - c))).fun_neg.div_const
        4).exp.congr_deriv (by unfold pairState; ring)
    have h2 := ((((hasDerivAt_id' z).add_const t).const_mul √(1 + c)).fun_add
      (((hasDerivAt_id' z).sub_const t).const_mul √(1 - c))).fun_neg.div_const 2
    rw [funext fun r => (h1 r).deriv, (h2.fun_mul (h1 z)).deriv]
    ring
  unfold pairHamiltonian exactEnergy
  rw [funext fun s => symm x s, second y x, second x y, symm y x]
  linear_combination (-(pairState c x y * (x + y) ^ 2 / 4)) * hu
    - (pairState c x y * (x - y) ^ 2 / 4) * hw

end

end PairStateEigen
```

The error:

```
Main.lean:53:2: error: ring failed, ring expressions not equal
c : ℝ
hc : |c| < 1
x y : ℝ
hl : -1 < c
hr : c < 1
hu : √(1 + c) ^ 2 = 1 + c
hw : √(1 - c) ^ 2 = 1 - c
symm : ∀ (s t : ℝ), pairState c s t = pairState c t s
second :
  ∀ (t z : ℝ),
    deriv (deriv fun s => pairState c s t) z =
      ((√(1 + c) * (z + t) + √(1 - c) * (z - t)) ^ 2 / 4 - (√(1 + c) + √(1 - c)) / 2) * pairState c z t
⊢ √(1 + c) * pairState c x y * (1 / 2) + √(1 + c) * pairState c y x * (-1 / 2) - x * y * pairState c x y * c +
                  x * y * c * pairState c y x +
                x ^ 2 * pairState c x y * (-1 / 2) +
              x ^ 2 * pairState c y x * (1 / 2) +
            y ^ 2 * pairState c x y * (-1 / 2) +
          y ^ 2 * pairState c y x * (1 / 2) +
        √(1 - c) * pairState c x y * (1 / 2) +
      √(1 - c) * pairState c y x * (-1 / 2) =
    0
```

Diagnosis. The error says that `ring`, called by `linear_combination`, could not close the goal. What is left mixes `pairState c x y` with `pairState c y x`, which `ring` treats as unrelated quantities. The terms in `pairState c y x` are exactly the potential and energy terms, which had `pairState c x y` to begin with.

The first rewrite changed them. Lean takes the left side of `funext fun s => symm x s` in the shortened form `pairState c x`, which occurs not only in the second derivative but also inside every `pairState c x y`. Those became `(fun s => pairState c s x) y`, a function applied to `y` but not yet evaluated. The final `symm y x` in the `rw` looks for `pairState c y x` as written, so it changed the term produced by `second x y` and missed the unevaluated ones.

The repair moves that step to `simp only [symm y x]`, which evaluates such applications before rewriting. Every value of the wavefunction then reads `pairState c x y`, and the unchanged `linear_combination` succeeds.

As a diff, the version that Lean accepts:

```diff
@@ -50,5 +50,6 @@
     ring
   unfold pairHamiltonian exactEnergy
-  rw [funext fun s => symm x s, second y x, second x y, symm y x]
+  rw [funext fun s => symm x s, second y x, second x y]
+  simp only [symm y x]
   linear_combination (-(pairState c x y * (x + y) ^ 2 / 4)) * hu
     - (pairState c x y * (x - y) ^ 2 / 4) * hw
```
